# Evolution under a coupling P⊗B with P² = P is a controlled evolution

Let \(P\) be a matrix acting on a control system and \(B\) a matrix acting on a target system, and let the two systems be coupled by the generator \(P\otimes B\). The physical question is when the control merely decides whether the target undergoes the evolution \(e^{tB}\) or stays as it is. The joint evolution then has the controlled form

\[
e^{tP\otimes B}=(1-P)\otimes 1+P\otimes e^{tB}.
\]

This holds for every complex \(t\) if \(P^2=P\). For a coupling Hamiltonian \(P\otimes B\), Schrödinger evolution over a time \(\tau\) is the case \(t=-i\tau/\hbar\). The identity then describes a controlled gate, such as the controlled time evolution in phase estimation, for finite-dimensional systems with no other term in the Hamiltonian.

In Lean, `m` and `n` are the finite sets of basis labels of control and target, not dimensions. Operators are complex matrices, `⊗ₖ` is the Kronecker product, `*ᵥ` applies a matrix to a vector, and `NormedSpace.exp` is the matrix exponential.

```lean
import Mathlib

open Matrix
open scoped Kronecker Matrix.Norms.Operator

namespace ControlledEvolution

noncomputable section

variable {ι m n : Type*} [Fintype ι] [Fintype m] [DecidableEq m] [Fintype n] [DecidableEq n]
```

Several branches can be treated together. With branch labels \(k\) in a finite set `ι`, `selectOp P X` is \(\sum_k P_k\otimes X_k\).

```lean
/-- The multiplexed operator `∑ₖ Pₖ ⊗ Xₖ`: the operator `Xₖ` on the second subsystem is
attached to the operator `Pₖ` on the first. -/
def selectOp (P : ι → Matrix m m ℂ) (X : ι → Matrix n n ℂ) : Matrix (m × n) (m × n) ℂ :=
  ∑ k, P k ⊗ₖ X k
```

A product state is a function on pairs of basis labels. The vectors \(u\) and \(v\) need not be normalised; if both have unit norm, so has \(u\otimes v\).

```lean
/-- The product state `u ⊗ v` of the composite system, with amplitudes `u i * v k`. -/
def productState (u : m → ℂ) (v : n → ℂ) : m × n → ℂ := fun x => u x.1 * v x.2
```

## Branches that exclude one another and exhaust the control space

The hypothesis `CompleteOrthogonalIdempotents P` says that \(P_k^2=P_k\), that \(P_jP_k=0\) for \(j\neq k\), and that \(\sum_k P_k=1\). Physically, the control space splits into alternatives, each with its own target generator \(B_k\). "Orthogonal" refers only to the vanishing products: the \(P_k\) need not be Hermitian, as projectors in quantum mechanics are.

By hand, the first two conditions remove the cross terms from a product:

\[
\Big(\sum_k P_k\otimes X_k\Big)\Big(\sum_j P_j\otimes Y_j\Big)=\sum_{k,j}P_kP_j\otimes X_kY_j=\sum_k P_k\otimes X_kY_k .
\]

`selectOp_mul` is this computation, with `Finset.sum_eq_single` keeping the term \(j=k\).

```lean
omit [DecidableEq n] in
/-- For a complete family of orthogonal idempotents `Pₖ`, multiplexed operators multiply
branch by branch. -/
theorem selectOp_mul {P : ι → Matrix m m ℂ} (hP : CompleteOrthogonalIdempotents P)
    (X Y : ι → Matrix n n ℂ) :
    selectOp P X * selectOp P Y = selectOp P (fun k => X k * Y k) := by
  unfold selectOp
  rw [Finset.sum_mul_sum]
  refine Finset.sum_congr rfl fun k _ => ?_
  -- only the diagonal term survives
  rw [Finset.sum_eq_single k]
  · rw [← Matrix.mul_kronecker_mul, (hP.idem k).eq]
  · intro j _ hj
    have h0 : P k * P j = 0 := hP.ortho hj.symm
    rw [← Matrix.mul_kronecker_mul, h0, Matrix.zero_kronecker]
  · simp
```

Hence \(\big(\sum_k P_k\otimes B_k\big)^r=\sum_k P_k\otimes B_k^r\) for \(r\ge1\). Completeness supplies the case \(r=0\), since \(\sum_kP_k\otimes1=1\). Multiplying by \(t^r/r!\) and summing over \(r\) gives

\[
e^{t\sum_k P_k\otimes B_k}=\sum_k P_k\otimes e^{tB_k}.
\]

The proof replaces the power series by a structural argument. The map `Φ`, which sends a family \(X\) to \(\sum_kP_k\otimes X_k\), preserves sums, products and the identity; completeness enters through `hone`. It is also continuous, so `NormedSpace.map_exp` moves the exponential through it. The step `he` says that the exponential of a family is taken branch by branch.

```lean
/-- For a complete family of orthogonal idempotents `Pₖ`, the evolution generated by
`∑ₖ Pₖ ⊗ Bₖ` is `∑ₖ Pₖ ⊗ exp(t Bₖ)`. -/
theorem exp_selectOp {P : ι → Matrix m m ℂ} (hP : CompleteOrthogonalIdempotents P)
    (B : ι → Matrix n n ℂ) (t : ℂ) :
    NormedSpace.exp (t • selectOp P B) =
      selectOp P (fun k => NormedSpace.exp (t • B k)) := by
  have hone : selectOp P (fun _ => (1 : Matrix n n ℂ)) = 1 := by
    have h : selectOp P (fun _ => (1 : Matrix n n ℂ)) = (∑ k, P k) ⊗ₖ 1 := by
      ext i j
      simp only [selectOp, Matrix.sum_apply, Matrix.kroneckerMap_apply, Finset.sum_mul]
    rw [h, hP.complete, Matrix.one_kronecker_one]
  -- multiplexing is a continuous ring homomorphism, so it commutes with the exponential
  let Φ : (ι → Matrix n n ℂ) →+* Matrix (m × n) (m × n) ℂ :=
    { toFun := selectOp P
      map_one' := hone
      map_mul' := fun X Y => (selectOp_mul hP X Y).symm
      map_zero' := by simp [selectOp]
      map_add' := fun X Y => by
        simp [selectOp, Matrix.kronecker_add, Finset.sum_add_distrib] }
  have hc : Continuous Φ := by
    change Continuous (fun X : ι → Matrix n n ℂ => ∑ k, P k ⊗ₖ X k)
    refine continuous_finsetSum _ fun k _ => continuous_matrix fun i j => ?_
    exact continuous_const.mul ((continuous_apply k).matrix_elem i.2 j.2)
  have hs : selectOp P (fun k => t • B k) = t • selectOp P B := by
    simp only [selectOp, Matrix.kronecker_smul, Finset.smul_sum]
  have he : NormedSpace.exp (fun k => t • B k) = fun k => NormedSpace.exp (t • B k) :=
    funext fun k => NormedSpace.map_exp
      (Pi.evalRingHom (fun _ : ι => Matrix n n ℂ) k) (continuous_apply k) _
  rw [← hs, ← he]
  exact (NormedSpace.map_exp Φ hc (fun k => t • B k)).symm
```

Without completeness the formula already fails at \(t=0\) for a nonempty target, because the left side is \(1\) and the right side is \((\sum_kP_k)\otimes1\). Completeness alone is not enough either. Take \(P_1=P_2=\tfrac12\) and one-dimensional generators \(0\) and \(b\neq0\): at \(tb=2\pi i\) the left side is \(e^{\pi i}=-1\), while the right side is \(\tfrac12(1+e^{2\pi i})=1\).

## A yes-or-no control: P² = P

For a single coupling term, the condition \(P^2=P\) says that every control vector \(u\) is the sum of an "off" part \(u-Pu\), which \(P\) sends to zero, and an "on" part \(Pu\), which \(P\) leaves unchanged. Either part may be zero. By hand,

\[
(1-P)^2=1-2P+P^2=1-P,\qquad P(1-P)=(1-P)P=P-P^2=0,
\]

and \((1-P)+P=1\). The pair \((1-P,P)\) therefore satisfies all the conditions on branches. `complement_pair` checks them in turn.

```lean
/-- An idempotent `P` and its complement `1 - P` form a complete family of orthogonal
idempotents. -/
theorem complement_pair {P : Matrix m m ℂ} (hP : P * P = P) :
    CompleteOrthogonalIdempotents ![1 - P, P] := by
  refine ⟨⟨fun k => ?_, fun j k hjk => ?_⟩, ?_⟩
  · fin_cases k
    · change (1 - P) * (1 - P) = 1 - P
      linear_combination (norm := noncomm_ring) hP
    · exact hP
  · fin_cases j <;> fin_cases k <;> simp_all [mul_sub, sub_mul]
  · simp [Fin.sum_univ_two]
```

For a qubit, the projectors on the two basis states form such a pair.

```lean
/-- The projectors on the two basis states of a qubit form a complete family of orthogonal
idempotents. -/
theorem complement_pair_witness :
    CompleteOrthogonalIdempotents
      ![(!![1, 0; 0, 0] : Matrix (Fin 2) (Fin 2) ℂ), !![0, 0; 0, 1]] := by
  have h1 : (1 : Matrix (Fin 2) (Fin 2) ℂ) - !![0, 0; 0, 1] = !![1, 0; 0, 0] := by
    ext i j
    fin_cases i <;> fin_cases j <;> simp
  rw [← h1]
  apply complement_pair
  ext i j
  fin_cases i <;> fin_cases j <;> simp [Matrix.mul_apply, Fin.sum_univ_succ]
```

Giving the "off" branch the generator \(0\) and the "on" branch the generator \(B\) turns the formula for several branches into

\[
e^{tP\otimes B}=(1-P)\otimes e^{0}+P\otimes e^{tB}=(1-P)\otimes1+P\otimes e^{tB}.
\]

The Lean proof makes the same choice with `![0, B]`, and `simpa` evaluates the sum of two terms.

```lean
/-- Evolution under the coupling `P ⊗ B` with `P` idempotent is a controlled evolution:
`exp(t P ⊗ B) = (1 - P) ⊗ 1 + P ⊗ exp(t B)`. -/
theorem exp_projector_coupling {P : Matrix m m ℂ} (hP : P * P = P)
    (B : Matrix n n ℂ) (t : ℂ) :
    NormedSpace.exp (t • (P ⊗ₖ B)) = (1 - P) ⊗ₖ 1 + P ⊗ₖ NormedSpace.exp (t • B) := by
  -- two branches, with generators `0` and `B`
  have h := exp_selectOp (complement_pair hP) ![0, B] t
  simpa [selectOp, Fin.sum_univ_two, NormedSpace.exp_zero] using h
```

For a qubit control with \(P=\mathrm{diag}(0,1)=\tfrac12(1-Z)\), where \(Z=\mathrm{diag}(1,-1)\), the Hamiltonian is \(P\otimes B=\tfrac12\,1\otimes B-\tfrac12\,Z\otimes B\). Besides the coupling \(Z\otimes B\), it thus contains a term that acts on the target alone.

## A control vector that is fully off or fully on

The next hypotheses concern the state: \(Pu=0\) for a control that is off, \(Pu=u\) for one that is on. By hand, one needs the action of a Kronecker product on a product state. For any matrix \(A\) on the control,

\[
\sum_{a,b}A_{ia}B_{kb}\,u_av_b=\Big(\sum_aA_{ia}u_a\Big)\Big(\sum_bB_{kb}v_b\Big),
\]

where \(i,a\) label control basis states and \(k,b\) target basis states.

```lean
omit [DecidableEq m] [DecidableEq n] in
/-- A Kronecker product acts on a product state factor by factor. -/
theorem kronecker_mulVec_productState (A : Matrix m m ℂ) (B : Matrix n n ℂ)
    (u : m → ℂ) (v : n → ℂ) :
    (A ⊗ₖ B) *ᵥ productState u v = productState (A *ᵥ u) (B *ᵥ v) := by
  ext ⟨i, k⟩
  simp only [Matrix.mulVec, dotProduct, productState, Matrix.kroneckerMap_apply,
    Fintype.sum_prod_type, Finset.sum_mul_sum]
  refine Finset.sum_congr rfl fun a _ => Finset.sum_congr rfl fun b _ => ?_
  ring
```

Applied to both terms of the controlled form, this gives

\[
e^{tP\otimes B}(u\otimes v)=(u-Pu)\otimes v+Pu\otimes e^{tB}v .
\]

If \(Pu=0\), the result is \(u\otimes v\); if \(Pu=u\), it is \(u\otimes e^{tB}v\). The proof of `controlled_action` rewrites to this sum and then substitutes each hypothesis.

```lean
/-- Let `P` be idempotent. Under the coupling `P ⊗ B` the product state `u ⊗ v` is unchanged
if `P u = 0`, and becomes `u ⊗ exp(t B) v` if `P u = u`. -/
theorem controlled_action {P : Matrix m m ℂ} (hP : P * P = P) (B : Matrix n n ℂ) (t : ℂ)
    (u : m → ℂ) (v : n → ℂ) :
    (P *ᵥ u = 0 →
      NormedSpace.exp (t • (P ⊗ₖ B)) *ᵥ productState u v = productState u v) ∧
    (P *ᵥ u = u →
      NormedSpace.exp (t • (P ⊗ₖ B)) *ᵥ productState u v =
        productState u (NormedSpace.exp (t • B) *ᵥ v)) := by
  rw [exp_projector_coupling hP, Matrix.add_mulVec, kronecker_mulVec_productState,
    kronecker_mulVec_productState, Matrix.sub_mulVec, Matrix.one_mulVec, Matrix.one_mulVec]
  constructor <;> intro hu <;> rw [hu] <;> ext x <;> simp [productState]
```

If neither hypothesis holds, both terms are present, and the state is entangled whenever \(v\) and \(e^{tB}v\) are linearly independent.

## A control matrix that is not idempotent

Without \(P^2=P\), the controlled form survives at all \(t\) only if \(B^2=0\). A Hermitian \(B\) with \(B^2=0\) is zero, so apart from the trivial case \(B=0\) this exception concerns non-Hermitian generators, such as a spin-½ raising operator. In it the control need not be a yes-or-no choice: for \(P=\tfrac12\) the target evolves by \(e^{tB/2}\), although the controlled form holds. When a generator squares to zero, its exponential series stops after the linear term, which `exp_of_sq_zero` proves by discarding all powers from the second on.

```lean
/-- A generator `N` with `N² = 0` has the exponential `1 + N`. -/
theorem exp_of_sq_zero {N : Matrix n n ℂ} (h : N * N = 0) : NormedSpace.exp N = 1 + N := by
  rw [NormedSpace.exp_eq_tsum ℂ]
  dsimp only
  rw [tsum_eq_sum (s := Finset.range 2)]
  · simp [Finset.sum_range_succ]
  · intro k hk
    have h2 : 2 ≤ k := not_lt.mp fun hlt => hk (Finset.mem_range.mpr hlt)
    obtain ⟨r, rfl⟩ := Nat.exists_eq_add_of_le h2
    rw [pow_add, pow_two, h, zero_mul, smul_zero]
```

Suppose the controlled form holds for all \(t\). Differentiate both sides, and use the form once more to replace the exponential on the left:

\[
(P-P^2)\otimes B+P^2\otimes e^{tB}B=P\otimes e^{tB}B,
\]

so \((P-P^2)\otimes(B-e^{tB}B)=0\). If \(P^2\neq P\), some entry of \(P-P^2\) is nonzero, and dividing by it gives \(e^{tB}B=B\) for all \(t\). Differentiating this at \(t=0\) gives \(B^2=0\).

Conversely, if \(B^2=0\), then \((tP\otimes B)^2=t^2P^2\otimes B^2=0\), and

\[
e^{tP\otimes B}=1+tP\otimes B=(1-P)\otimes1+P\otimes(1+tB).
\]

In Lean, `h1` and `h2` are the derivatives of the two sides, and uniqueness of the derivative equates them in `h3`. The nonzero entry is `hij`, the constancy of \(e^{tB}B\) is `hconst`, and `h7` is the derivative at zero.

```lean
/-- The evolution under `P ⊗ B` has the controlled form at all `t` exactly when `P` is
idempotent or `B² = 0`. -/
theorem controlled_form_iff (P : Matrix m m ℂ) (B : Matrix n n ℂ) :
    (∀ t : ℂ, NormedSpace.exp (t • (P ⊗ₖ B)) =
      (1 - P) ⊗ₖ 1 + P ⊗ₖ NormedSpace.exp (t • B)) ↔ P * P = P ∨ B * B = 0 := by
  constructor
  · intro h
    by_cases hP : P * P = P
    · exact Or.inl hP
    right
    obtain ⟨i, j, hij⟩ : ∃ i j, (P - P * P) i j ≠ 0 := by
      by_contra! hc
      exact hP (sub_eq_zero.mp (Matrix.ext hc)).symm
    let L : Matrix n n ℂ →ₗ[ℂ] Matrix (m × n) (m × n) ℂ :=
      { toFun := fun X => P ⊗ₖ X
        map_add' := fun X Y => Matrix.kronecker_add P X Y
        map_smul' := fun c X => Matrix.kronecker_smul c P X }
    -- the first derivative in `t` shows that `exp(t B) B` does not depend on `t`
    have hconst : ∀ t : ℂ, NormedSpace.exp (t • B) * B = B := by
      intro t
      have h1 := hasDerivAt_exp_smul_const (P ⊗ₖ B) t
      have h2 := (L.toContinuousLinearMap.hasFDerivAt.comp_hasDerivAt t
        (hasDerivAt_exp_smul_const B t)).const_add ((1 - P) ⊗ₖ (1 : Matrix n n ℂ))
      have h3 : NormedSpace.exp (t • (P ⊗ₖ B)) * (P ⊗ₖ B) =
          P ⊗ₖ (NormedSpace.exp (t • B) * B) :=
        h1.unique (h2.congr_of_eventuallyEq (Filter.Eventually.of_forall h))
      rw [h t, add_mul, ← Matrix.mul_kronecker_mul, ← Matrix.mul_kronecker_mul,
        one_mul, sub_mul, one_mul] at h3
      ext k l
      have h4 := congrFun (congrFun h3 (i, k)) (j, l)
      simp only [Matrix.add_apply, Matrix.kroneckerMap_apply, Matrix.sub_apply] at h4
      apply mul_left_cancel₀ hij
      rw [Matrix.sub_apply]
      linear_combination -h4
    -- the derivative of `exp(t B) B` at `t = 0` is `B²`, and it vanishes by `hconst`
    have h5 := (hasDerivAt_exp_smul_const B (0 : ℂ)).mul_const B
    have h6 := (hasDerivAt_const (0 : ℂ) B).congr_of_eventuallyEq
      (Filter.Eventually.of_forall hconst)
    have h7 := h5.unique h6
    calc B * B = NormedSpace.exp ((0 : ℂ) • B) * B * B := by rw [hconst 0]
      _ = 0 := h7
  · rintro (hP | hB) t
    · exact exp_projector_coupling hP B t
    · have h1 : (t • B) * (t • B) = 0 := by
        rw [smul_mul_assoc, mul_smul_comm, hB, smul_zero, smul_zero]
      have h2 : (t • (P ⊗ₖ B)) * (t • (P ⊗ₖ B)) = 0 := by
        rw [smul_mul_assoc, mul_smul_comm, ← Matrix.mul_kronecker_mul, hB,
          Matrix.kronecker_zero, smul_zero, smul_zero]
      rw [exp_of_sq_zero h1, exp_of_sq_zero h2, Matrix.kronecker_add, ← add_assoc,
        ← Matrix.add_kronecker, sub_add_cancel, Matrix.one_kronecker_one,
        Matrix.kronecker_smul]

end

end ControlledEvolution
```

The condition "for all \(t\)" matters here: at \(t=0\) alone, both sides equal \(1\) for any \(P\) and \(B\).

```lean
#print axioms ControlledEvolution.exp_projector_coupling
#print axioms ControlledEvolution.controlled_action
#print axioms ControlledEvolution.controlled_form_iff
```

```
'ControlledEvolution.exp_projector_coupling' depends on axioms: [propext, Classical.choice, Quot.sound]
'ControlledEvolution.controlled_action' depends on axioms: [propext, Classical.choice, Quot.sound]
'ControlledEvolution.controlled_form_iff' depends on axioms: [propext, Classical.choice, Quot.sound]
```
